# The winding integral of the SSH chain is 0 for |w| < |v| and 2πi for |v| < |w|

For real hoppings $v, w$ and $h(k) = v + w e^{ik}$,

$$\int_0^{2\pi} \frac{h'(k)}{h(k)}\,dk = \begin{cases} 0, & |w| < |v|,\\ 2\pi i, & |v| < |w|.\end{cases}$$

Here $k$ is the crystal momentum with the lattice constant set to 1, $v$ is the hopping inside a unit cell and $w$ the hopping between neighbouring cells. In this non-interacting two-band chain, the integral divided by $2\pi i$ is the winding number $W$, and the Zak phase of the lower band is $\pi W$ modulo $2\pi$ in the periodic Bloch basis used below. The value depends on the choice of unit cell, since regrouping the sites exchanges the roles of $v$ and $w$.

## The Bloch element and its winding integral

```lean
import Mathlib

open Complex (I)

namespace SSHWinding

noncomputable section
```

Most of the work is done for complex amplitudes and a hopping over $n$ cells, with $n$ any integer: $h(k) = v + w e^{ink}$. This is `hop v w n`, a function from real $k$ to complex numbers.

```lean
/-- Off-diagonal Bloch element `v + w exp(i n k)` for an intracell amplitude `v` and a hopping `w`
over `n` cells. -/
def hop (v w : ℂ) (n : ℤ) (k : ℝ) : ℂ := v + w * Complex.exp (n * k * I)
```

The winding integral takes any such function and uses its actual derivative, `deriv h k`, so no formula for $h'$ is built into the definition.

```lean
/-- The integral of `h'(k) / h(k)` over the Brillouin zone `[0, 2π]`. -/
def windingIntegral (h : ℝ → ℂ) : ℂ := ∫ k in (0 : ℝ)..(2 * Real.pi), deriv h k / h k
```

The SSH chain has real hoppings and $n = 1$.

```lean
/-- Off-diagonal Bloch element `v + w exp(i k)` of the SSH chain with real hoppings. -/
def sshHop (v w : ℝ) (k : ℝ) : ℂ := v + w * Complex.exp (k * I)
```

Its Bloch Hamiltonian $H(k)$ acts on the two sublattice amplitudes. The diagonal is zero: the sites have equal energy, taken as the origin, and no hopping connects a sublattice to itself. The lower left entry is $h(k)$ and the upper right entry its conjugate `starRingEnd ℂ (sshHop v w k)`.

```lean
/-- Bloch Hamiltonian of the SSH chain in the sublattice basis. -/
def sshBloch (v w k : ℝ) : Matrix (Fin 2) (Fin 2) ℂ :=
  !![0, starRingEnd ℂ (sshHop v w k); sshHop v w k, 0]
```

## (a) Modulus of the Bloch phase

**Task.** For integer $n$ and real $k$, show that $|e^{ink}| = 1$.

**Solution.** The number $nk$ is real, so $|e^{ink}|^2 = \cos^2 nk + \sin^2 nk = 1$. The Lean proof first rewrites the exponent as a real number times $i$, then applies the library's version of this fact.

```lean
lemma norm_phase (n : ℤ) (k : ℝ) : ‖Complex.exp (n * k * I)‖ = 1 := by
  have h : (n : ℂ) * k * I = ((n * k : ℝ) : ℂ) * I := by simp
  rw [h, Complex.norm_exp_ofReal_mul_I]
```

## (b) Derivative in crystal momentum

**Task.** Show that $h(k) = v + w e^{ink}$ has the derivative

$$h'(k) = w\, e^{ink}\, i n .$$

**Solution.** The exponent $ink$ has derivative $in$. The chain rule gives $e^{ink}\,in$ for the exponential; the factor $w$ multiplies it and the constant $v$ drops out. `HasDerivAt` states both that the derivative exists and what it is, and the proof applies these rules in the same order.

```lean
/-- The derivative of the Bloch element with respect to crystal momentum. -/
theorem hasDerivAt_hop (v w : ℂ) (n : ℤ) (k : ℝ) :
    HasDerivAt (hop v w n) (w * (Complex.exp (n * k * I) * (n * I))) k := by
  have h1 : HasDerivAt (fun x : ℝ => (n : ℂ) * (x : ℂ) * I) ((n : ℂ) * I) k :=
    HasDerivAt.congr_deriv
      (((hasDerivAt_id k).ofReal_comp.const_mul (n : ℂ)).mul_const I) (by simp)
  exact (h1.cexp.const_mul w).const_add v
```

## (c) Absence of zeros

**Task.** Show that $|v| \neq |w|$ implies $h(k) \neq 0$ for every $k$.

**Solution.** If $h(k) = 0$, then $v = -w e^{ink}$. Taking moduli and using (a) gives $|v| = |w|$, a contradiction.

```lean
/-- The Bloch element has no zero when the two amplitudes differ in modulus. -/
theorem hop_ne_zero {v w : ℂ} (hvw : ‖v‖ ≠ ‖w‖) (n : ℤ) (k : ℝ) : hop v w n k ≠ 0 := by
  intro h
  unfold hop at h
  have h' := eq_neg_of_add_eq_zero_left h
  apply hvw
  rw [h', norm_neg, norm_mul, norm_phase, mul_one]
```

## (d) Continuity of the integrand

**Task.** For $|v| \neq |w|$, show that

$$k \mapsto \frac{h'(k)}{h(k)} = \frac{i n w e^{ink}}{v + w e^{ink}}$$

is continuous on the real line.

**Solution.** Numerator and denominator are continuous, and by (c) the denominator has no zero. The continuity supplies the integrability needed in (f) and (h).

```lean
lemma continuous_integrand {v w : ℂ} (hvw : ‖v‖ ≠ ‖w‖) (n : ℤ) :
    Continuous (fun k => deriv (hop v w n) k / hop v w n k) := by
  have hd : deriv (hop v w n) = fun k : ℝ => w * (Complex.exp (n * k * I) * (n * I)) :=
    funext fun k => (hasDerivAt_hop v w n k).deriv
  rw [hd]
  refine Continuous.div (by fun_prop) ?_ (fun k => hop_ne_zero hvw n k)
  unfold hop
  fun_prop
```

## (e) Closure of the loop

**Task.** Show that $h(2\pi) = h(0)$.

**Solution.** Since $n$ is an integer, $e^{2\pi i n} = 1$, so both sides equal $v + w$.

```lean
lemma hop_two_pi (v w : ℂ) (n : ℤ) : hop v w n (2 * Real.pi) = hop v w n 0 := by
  have h : (n : ℂ) * ((2 * Real.pi : ℝ) : ℂ) * I = n * (2 * Real.pi * I) := by
    push_cast
    ring
  unfold hop
  rw [h, Complex.exp_int_mul_two_pi_mul_I]
  simp
```

## (f) A loop that stays near 1

**Task.** Let $r$ be complex with $|r| < 1$ and $g(k) = 1 + r e^{ink}$. Show that

$$\int_0^{2\pi} \frac{g'(k)}{g(k)}\,dk = 0 .$$

**Solution.** The real part of $g(k)$ is at least $1 - |r| > 0$. The values of $g$ therefore avoid the half-line $(-\infty, 0]$, where the principal logarithm has its cut, and $\log g(k)$ is differentiable with derivative $g'/g$. Hence the integral is $\log g(2\pi) - \log g(0)$, which is zero by (e).

In Lean, `hs` places every value of the loop in `Complex.slitPlane`, the plane without that half-line. The fundamental theorem of calculus then evaluates the integral, and `hop_two_pi` makes the two end values cancel.

```lean
/-- The winding integral of the loop `1 + r exp(i n k)` vanishes for `|r| < 1`. -/
theorem winding_small_loop {r : ℂ} (hr : ‖r‖ < 1) (n : ℤ) :
    windingIntegral (hop 1 r n) = 0 := by
  have hne : ‖(1 : ℂ)‖ ≠ ‖r‖ := by
    rw [norm_one]
    exact hr.ne'
  -- the loop avoids the branch cut of the logarithm
  have hs : ∀ k, hop 1 r n k ∈ Complex.slitPlane := by
    intro k
    unfold hop
    apply Complex.mem_slitPlane_of_norm_lt_one
    rw [norm_mul, norm_phase, mul_one]
    exact hr
  unfold windingIntegral
  -- so log h is a periodic antiderivative
  rw [intervalIntegral.integral_eq_sub_of_hasDerivAt
    (f := fun k => Complex.log (hop 1 r n k))
    (fun k _ => (hasDerivAt_hop 1 r n k).differentiableAt.hasDerivAt.clog_real (hs k))
    ((continuous_integrand hne n).intervalIntegrable _ _)]
  rw [hop_two_pi, sub_self]
```

## (g) Dominant intracell amplitude

**Task.** For complex $v, w$ with $|w| < |v|$ and any integer $n$, show that

$$\int_0^{2\pi} \frac{h'(k)}{h(k)}\,dk = 0, \qquad h(k) = v + w e^{ink}.$$

**Solution.** The hypothesis forces $v \neq 0$, so we can write $w = v r$ with $|r| < 1$. Then $h(k) = v\,(1 + r e^{ink}) = v\,g(k)$. The constant $v$ cancels in $h'/h = g'/g$, and (f) gives zero. The cancellation is the step `hpt`, proved by cross-multiplying the two fractions.

```lean
/-- For `|w| < |v|` the winding integral of `v + w exp(i n k)` is zero. -/
theorem winding_of_intracell_dominant {v w : ℂ} (h : ‖w‖ < ‖v‖) (n : ℤ) :
    windingIntegral (hop v w n) = 0 := by
  have hv : v ≠ 0 := norm_pos_iff.1 (lt_of_le_of_lt (norm_nonneg w) h)
  obtain ⟨r, rfl⟩ : ∃ r, w = v * r := ⟨w / v, by field_simp⟩
  have hr : ‖r‖ < 1 := by
    rw [norm_mul] at h
    by_contra hc
    nlinarith [norm_nonneg v, not_lt.1 hc]
  have hne : ‖(1 : ℂ)‖ ≠ ‖r‖ := by
    rw [norm_one]
    exact hr.ne'
  -- the constant factor v drops out of h'/h
  have hpt : ∀ k, deriv (hop v (v * r) n) k / hop v (v * r) n k
      = deriv (hop 1 r n) k / hop 1 r n k := by
    intro k
    rw [(hasDerivAt_hop v (v * r) n k).deriv, (hasDerivAt_hop 1 r n k).deriv,
      div_eq_div_iff (hop_ne_zero h.ne' n k) (hop_ne_zero hne n k)]
    unfold hop
    ring
  have h0 := winding_small_loop hr n
  unfold windingIntegral at h0 ⊢
  simp only [hpt]
  exact h0
```

## (h) Dominant intercell amplitude

**Task.** For complex $v, w$ with $|v| < |w|$ and any integer $n$, show that

$$\int_0^{2\pi} \frac{h'(k)}{h(k)}\,dk = 2\pi i\, n .$$

**Solution.** Now $w \neq 0$, and $v = w r$ with $|r| < 1$. Factor out the larger term:

$$h(k) = w e^{ink}\,\bigl(1 + r e^{-ink}\bigr) = w e^{ink}\, g(k).$$

The logarithmic derivative of a product is the sum of the logarithmic derivatives, so

$$\frac{h'(k)}{h(k)} = i n + \frac{g'(k)}{g(k)} .$$

The constant integrates to $2\pi i n$. The loop $g$ is of the type in (f), with $-n$ in place of $n$, and contributes nothing.

In the Lean proof, `hpt` is the pointwise identity. It is again checked by cross-multiplication, with `hEF` supplying $e^{ink} e^{-ink} = 1$.

```lean
/-- For `|v| < |w|` the winding integral of `v + w exp(i n k)` is `2π i n`. -/
theorem winding_of_intercell_dominant {v w : ℂ} (h : ‖v‖ < ‖w‖) (n : ℤ) :
    windingIntegral (hop v w n) = 2 * Real.pi * I * n := by
  have hw : w ≠ 0 := norm_pos_iff.1 (lt_of_le_of_lt (norm_nonneg v) h)
  obtain ⟨r, rfl⟩ : ∃ r, v = w * r := ⟨v / w, by field_simp⟩
  have hr : ‖r‖ < 1 := by
    rw [norm_mul] at h
    by_contra hc
    nlinarith [norm_nonneg w, not_lt.1 hc]
  have hne : ‖(1 : ℂ)‖ ≠ ‖r‖ := by
    rw [norm_one]
    exact hr.ne'
  -- the factor w exp(i n k) contributes the constant i n to h'/h
  have hpt : ∀ k, deriv (hop (w * r) w n) k / hop (w * r) w n k
      = n * I + deriv (hop 1 r (-n)) k / hop 1 r (-n) k := by
    intro k
    have hEF : Complex.exp (n * k * I) * Complex.exp (((-n : ℤ) : ℂ) * k * I) = 1 := by
      rw [← Complex.exp_add, ← Complex.exp_zero]
      congr 1
      push_cast
      ring
    rw [(hasDerivAt_hop (w * r) w n k).deriv, (hasDerivAt_hop 1 r (-n) k).deriv,
      add_div' _ _ _ (hop_ne_zero hne (-n) k),
      div_eq_div_iff (hop_ne_zero h.ne n k) (hop_ne_zero hne (-n) k)]
    unfold hop
    push_cast at hEF ⊢
    linear_combination w * n * I * r * hEF
  have h0 := winding_small_loop hr (-n)
  unfold windingIntegral at h0 ⊢
  simp only [hpt]
  rw [intervalIntegral.integral_add (continuous_const.intervalIntegrable _ _)
    ((continuous_integrand hne (-n)).intervalIntegrable _ _), h0,
    intervalIntegral.integral_const, add_zero, Complex.real_smul]
  push_cast
  ring
```

## (i) The real SSH chain

**Task.** Derive the two values stated at the top for real $v, w$ and $h(k) = v + w e^{ik}$.

**Solution.** Set $n = 1$ in (g) and (h). For real numbers the complex modulus is the absolute value, so the hypotheses become $|w| < |v|$ and $|v| < |w|$. The theorem is a pair of implications and makes no statement about $|v| = |w|$.

```lean
/-- For the SSH chain the integral of `h'/h` over the Brillouin zone is `0` when `|w| < |v|` and
`2π i` when `|v| < |w|`. -/
theorem ssh_winding (v w : ℝ) :
    (|w| < |v| → windingIntegral (sshHop v w) = 0) ∧
    (|v| < |w| → windingIntegral (sshHop v w) = 2 * Real.pi * I) := by
  have he : sshHop v w = hop v w 1 := by
    funext k
    simp [sshHop, hop]
  rw [he]
  constructor
  · intro h
    exact winding_of_intracell_dominant (by simpa using h) 1
  · intro h
    rw [winding_of_intercell_dominant (by simpa using h) 1]
    simp
```

## (j) Square of the Bloch Hamiltonian

**Task.** Show that

$$H(k)^2 = \bigl(v^2 + w^2 + 2 v w \cos k\bigr)\,\mathbb{1}.$$

**Solution.** Squaring a $2\times 2$ matrix with zero diagonal gives the product of its off-diagonal entries times the identity, here $\overline{h}\,h = |h|^2$. With real part $v + w\cos k$ and imaginary part $w \sin k$,

$$|h|^2 = (v + w\cos k)^2 + w^2 \sin^2 k = v^2 + w^2 + 2vw\cos k .$$

Since $H(k)$ also has zero trace, its band energies are $\pm|h(k)|$. The Lean proof follows the same route: `gen` is the matrix product and `hn` the squared modulus.

```lean
/-- The square of the SSH Bloch Hamiltonian is `v² + w² + 2 v w cos k` times the identity. -/
theorem sshBloch_sq (v w k : ℝ) :
    sshBloch v w k * sshBloch v w k
      = ((v ^ 2 + w ^ 2 + 2 * v * w * Real.cos k : ℝ) : ℂ) • 1 := by
  have hre : (sshHop v w k).re = v + w * Real.cos k := by
    simp [sshHop, Complex.exp_ofReal_mul_I_re]
  have him : (sshHop v w k).im = w * Real.sin k := by
    simp [sshHop, Complex.exp_ofReal_mul_I_im]
  have hn : Complex.normSq (sshHop v w k) = v ^ 2 + w ^ 2 + 2 * v * w * Real.cos k := by
    rw [Complex.normSq_apply, hre, him]
    linear_combination w ^ 2 * Real.sin_sq_add_cos_sq k
  have gen : ∀ a b : ℂ, !![0, a; b, 0] * !![0, a; b, 0]
      = (a * b) • (1 : Matrix (Fin 2) (Fin 2) ℂ) := by
    intro a b
    ext i j
    fin_cases i <;> fin_cases j <;> simp [Matrix.mul_apply, Fin.sum_univ_two, mul_comm]
  rw [sshBloch, gen, mul_comm (starRingEnd ℂ (sshHop v w k)), Complex.mul_conj, hn]
```

## (k) Where the gap closes

**Task.** Show that

$$\det H(k) = 0 \ \text{for some real } k \iff |v| = |w| .$$

**Solution.** The determinant is $-|h(k)|^2$, so it vanishes exactly when $h(k) = 0$. By (c) this requires $|v| = |w|$. Conversely, if $v = w$ then $h(\pi) = v - v = 0$, and if $v = -w$ then $h(0) = v + w = 0$. With energies $\pm|h(k)|$, a singular $H(k)$ means that the two bands touch at zero energy.

```lean
/-- The SSH Bloch Hamiltonian is singular at some crystal momentum exactly when `|v| = |w|`. -/
theorem gap_closes_iff (v w : ℝ) : (∃ k, (sshBloch v w k).det = 0) ↔ |v| = |w| := by
  have hd : ∀ k, (sshBloch v w k).det = 0 ↔ sshHop v w k = 0 := by
    intro k
    simp [sshBloch, Matrix.det_fin_two_of]
  simp only [hd]
  constructor
  · rintro ⟨k, hk⟩
    by_contra hne
    refine hop_ne_zero (v := v) (w := w) (by simpa using hne) 1 k ?_
    simpa [sshHop, hop] using hk
  · intro h
    rcases abs_eq_abs.1 h with rfl | rfl
    · exact ⟨Real.pi, by simp [sshHop, Complex.exp_pi_mul_I]⟩
    · exact ⟨0, by simp [sshHop]⟩
```

## (l) Deforming one chain into another

**Task.** Let $v(t), w(t)$ be continuous real functions, and let the chains at $t = 0$ and $t = 1$ have different winding integrals. Show that

$$\det H_t(k) = 0 \quad\text{for some } t \in [0,1] \text{ and some real } k,$$

where $H_t$ is the Bloch Hamiltonian with hoppings $v(t), w(t)$.

**Solution.** Suppose there is no such $t$. By (k), the continuous function $|v(t)| - |w(t)|$ has no zero on $[0,1]$, so by the intermediate value theorem it keeps its sign. Both end chains then fall under the same case of (i) and have equal winding integrals, a contradiction.

Lean goes through the four sign combinations at the two ends. Equal signs contradict `hne`; opposite signs produce a zero through `intermediate_value_Icc` or its decreasing version `intermediate_value_Icc'`.

The path stays within chains with two real hoppings and the Hamiltonian above. Disorder, interactions, further hoppings and edge states of a finite chain are not treated.

```lean
/-- A continuous deformation between SSH chains with different winding integrals passes through a
chain whose Bloch Hamiltonian is singular at some crystal momentum. -/
theorem gap_closes_along_deformation {v w : ℝ → ℝ} (hv : Continuous v) (hw : Continuous w)
    (hne : windingIntegral (sshHop (v 0) (w 0)) ≠ windingIntegral (sshHop (v 1) (w 1))) :
    ∃ t ∈ Set.Icc (0 : ℝ) 1, ∃ k, (sshBloch (v t) (w t) k).det = 0 := by
  by_contra hcon
  have hg : ∀ t ∈ Set.Icc (0 : ℝ) 1, |v t| ≠ |w t| := fun t ht he =>
    hcon ⟨t, ht, (gap_closes_iff _ _).2 he⟩
  have hc : ContinuousOn (fun t => |v t| - |w t|) (Set.Icc (0 : ℝ) 1) :=
    (hv.abs.sub hw.abs).continuousOn
  -- |v| - |w| cannot change sign without a zero
  rcases lt_or_gt_of_ne (hg 0 (by norm_num)) with h0 | h0 <;>
    rcases lt_or_gt_of_ne (hg 1 (by norm_num)) with h1 | h1
  · exact hne (((ssh_winding _ _).2 h0).trans ((ssh_winding _ _).2 h1).symm)
  · have hz : (0 : ℝ) ∈ (fun t => |v t| - |w t|) '' Set.Icc (0 : ℝ) 1 :=
      intermediate_value_Icc zero_le_one hc ⟨(sub_neg.2 h0).le, (sub_pos.2 h1).le⟩
    obtain ⟨t, ht, h⟩ := hz
    exact hg t ht (sub_eq_zero.1 h)
  · have hz : (0 : ℝ) ∈ (fun t => |v t| - |w t|) '' Set.Icc (0 : ℝ) 1 :=
      intermediate_value_Icc' zero_le_one hc ⟨(sub_neg.2 h1).le, (sub_pos.2 h0).le⟩
    obtain ⟨t, ht, h⟩ := hz
    exact hg t ht (sub_eq_zero.1 h)
  · exact hne (((ssh_winding _ _).1 h0).trans ((ssh_winding _ _).1 h1).symm)

end

end SSHWinding
```

```lean
#print axioms SSHWinding.ssh_winding
#print axioms SSHWinding.sshBloch_sq
#print axioms SSHWinding.gap_closes_along_deformation
```

```
'SSHWinding.ssh_winding' depends on axioms: [propext, Classical.choice, Quot.sound]
'SSHWinding.sshBloch_sq' depends on axioms: [propext, Classical.choice, Quot.sound]
'SSHWinding.gap_closes_along_deformation' depends on axioms: [propext, Classical.choice, Quot.sound]
```

## The winding number from four k points

A program that has $h$ only on a mesh $k_0, \dots, k_{N-1}$ can replace the integral by the sum of $\log\bigl(h(k_{j+1})/h(k_j)\bigr)$ around the closed mesh, with $k_N$ identified with $k_0$. The moduli cancel around the loop and the phases remain. In NumPy the winding number is `np.angle(np.roll(h, -1) / h).sum() / (2 * np.pi)`. The mesh must be fine enough for the phase of $h$ to change by less than $\pi$ between neighbouring points.

Take $k = 0, \pi/2, \pi, 3\pi/2$.

- For $v = 1$, $w = 2$ the values of $h$ are $3,\ 1+2i,\ -1,\ 1-2i$. The phase steps are about $63.4^\circ, 116.6^\circ, 116.6^\circ, 63.4^\circ$. They add up to $360^\circ$, so $W = 1$.
- For $v = 2$, $w = 1$ the values are $3,\ 2+i,\ 1,\ 2-i$. The steps are about $26.6^\circ, -26.6^\circ, -26.6^\circ, 26.6^\circ$. They add up to zero, so $W = 0$.

Both chains have the same band energies, because the expression in (j) is symmetric in $v$ and $w$. As infinite chains they differ only in which of the two bonds is placed inside the unit cell, and the winding number depends on that choice.
